# A constant summed over all but one of d levels is d − 1 times the constant

Take a finite set of levels, d in number, and single out one of them, `g`. The lemma says that if every other level contributes the same real number `r`, the contributions add up to (d − 1)`r`. This is pure counting: no Hamiltonian or state enters, and `g` may be any level, not necessarily the lowest. The attempt puts the missing term back, so that `r` plus the sum without `g` equals the sum over all levels, and then tries to evaluate the full sum as d`r` and leave the subtraction to `linarith`.

The failing Lean file:

```lean
import Mathlib

open Matrix Finset

namespace SumExcitedConst

noncomputable section

variable {n : Type*} [Fintype n] [DecidableEq n]

/-- A constant summed over all levels but one is counted `d - 1` times. -/
lemma sum_excited_const (g : n) (r : ℝ) :
    ∑ _m ∈ univ.erase g, r = ((Fintype.card n : ℝ) - 1) * r := by
  have h : r + ∑ _m ∈ univ.erase g, r = ∑ _m : n, r :=
    add_sum_erase univ (fun _ => r) (mem_univ g)
  rw [sum_const, card_univ, nsmul_eq_mul] at h
  linarith

end

end SumExcitedConst
```

Messages:

```
Main.lean:16:17: error: Tactic `rewrite` failed: Did not find an occurrence of the pattern
  #univ
in the target expression
  r + #(univ.erase g) • r = ∑ _m, r

n : Type u_1
inst✝¹ : Fintype n
inst✝ : DecidableEq n
g : n
r : ℝ
h : r + #(univ.erase g) • r = ∑ _m, r
⊢ ∑ _m ∈ univ.erase g, r = (↑(Fintype.card n) - 1) * r
```

The repair, with which the file compiles:

```diff
@@ -14,5 +14,6 @@
   have h : r + ∑ _m ∈ univ.erase g, r = ∑ _m : n, r :=
     add_sum_erase univ (fun _ => r) (mem_univ g)
-  rw [sum_const, card_univ, nsmul_eq_mul] at h
+  have h2 : ∑ _m : n, r = (Fintype.card n : ℝ) * r := by
+    rw [sum_const, card_univ, nsmul_eq_mul]
   linarith
 
```

What went wrong. The error says that `card_univ` found no `#univ` to rewrite. The hypothesis `h` contains two sums of a constant, and `sum_const` fits both. `rw` settles on the first match, here the sum over `univ.erase g`, and having fixed that set it rewrites only that sum. The message shows the result: the left side has become `r + #(univ.erase g) • r`, while the full sum on the right, the one meant to be evaluated, is untouched. The only cardinality present is that of the erased set, which `card_univ` does not match.

The repair evaluates the full sum in a separate statement, `h2`, where it is the only sum, so `sum_const` has to act on it. This produces `#univ`, and the other two rewrites then go through. Since `h` is no longer rewritten, it keeps the sum over `univ.erase g` in the form in which it appears in the goal, and `linarith` can combine `h` with `h2` to finish.
